# Linear strain functionals with z-valley symmetry have two deformation potentials

Let f be a real-linear functional on symmetric real 3×3 strain matrices e. It satisfies f(R e Rᵀ) = f(e) for every signed permutation matrix R that maps the z axis to itself up to sign if and only if there are real constants Xd and Xu with

f(e) = Xd tr e + Xu e_zz.

The two constants are unique. For the [111] axis the same equivalence holds with e_zz replaced by the normal strain along [111].

## The energy shift of a strained valley

Take a crystal with the full cubic point group, which consists of all 48 signed permutations, and a conduction-band minimum on the z axis, non-degenerate apart from spin. A small homogeneous strain e moves the energy of this minimum, and f(e) is the part of the shift linear in e. A symmetric matrix has six independent components, so f has six coefficients before symmetry is used.

A point operation R of the cubic crystal turns the strain e into R e Rᵀ. If R also maps the valley to itself, both strains must shift its energy equally. Operations that send z to −z exchange the minima at the wave vectors k and −k, which time reversal keeps at the same energy in a non-magnetic crystal, so they impose the same condition.

In simulations of strained multivalley semiconductors, this reduces six coefficients to two for such a valley, within a model that is linear in a homogeneous strain. The constants are the dilatation and uniaxial deformation potentials, often written Ξd and Ξu.

## What the formal statement says

The Lean indices 0, 1, 2 stand for x, y, z.

- `Strain` is the real vector space of symmetric 3×3 matrices. For `e : Strain`, the matrix itself is `e.1`, and e_zz is `e.1 2 2`.
- `f : Strain →ₗ[ℝ] ℝ` is the linear energy shift.
- `rotate R e` is R e Rᵀ.
- `IsSignedPerm R` says that RᵀR = 1 and that every entry is 0, 1 or −1. Reflections and inversion are included, as in the full cubic point group.
- `PreservesAxis R v` says that Rv = v or Rv = −v.

`z_valley_invariant_iff` is the equivalence for v = (0,0,1), and `potentials_unique` gives the uniqueness of its constants. `diagonal_valley_invariant_iff` treats v = (1,1,1). This vector has length √3; with the unit vector n = v/√3, the normal strain is n·e n = (v·e v)/3, which accounts for the division by 3 in the code.

Linearity and invariance are hypotheses on f. No Hamiltonian or band structure appears, and the values of Xd and Xu are left open. Terms quadratic in strain and the splitting of degenerate bands are not described.

## From six coefficients to two

Let U_xx, U_yy and U_zz be the strains with a single diagonal entry 1. Let U_xy, U_xz and U_yz be the shears with 1 in both of the corresponding off-diagonal places. By linearity,

f(e) = e_xx f(U_xx) + e_yy f(U_yy) + e_zz f(U_zz) + e_xy f(U_xy) + e_xz f(U_xz) + e_yz f(U_yz).

The mirror x → −x preserves the z axis and reverses the sign of U_xy and U_xz. Invariance gives f(U_xy) = f(−U_xy) = −f(U_xy), so f(U_xy) = 0, and likewise f(U_xz) = 0. The mirror y → −y reverses U_yz, so f(U_yz) = 0.

Exchanging x and y turns U_xx into U_yy, so both have the same value A = f(U_xx) = f(U_yy). With C = f(U_zz),

f(e) = A (e_xx + e_yy) + C e_zz = A tr e + (C − A) e_zz.

Hence Xd = A and Xu = C − A.

For the converse, let R be orthogonal with Rv = ±v. The trace is invariant because

tr(R e Rᵀ) = tr(RᵀR e) = tr e.

Multiplying Rv = ±v by Rᵀ gives v = ±Rᵀv, hence Rᵀv = ±v with the same sign. Therefore

v·(R e Rᵀ)v = (Rᵀv)·e(Rᵀv) = v·e v,

since the sign occurs twice. For v = (0,0,1) the quadratic form v·e v is e_zz, so every functional of the stated form is invariant.

The constants are unique because U_xx gives the value Xd and U_zz gives Xd + Xu.

## The [111] valley

The threefold rotation about [111] permutes the three normal unit strains cyclically, and likewise the three unit shears. One normal coefficient A = f(U_xx) and one shear coefficient S = f(U_xy) remain:

f(e) = A tr e + S (e_xy + e_xz + e_yz).

For v = (1,1,1),

v·e v = tr e + 2 (e_xy + e_xz + e_yz).

Solving for the sum of shears and substituting gives

f(e) = (A − S/2) tr e + (3S/2) (v·e v)/3,

so Xd = A − S/2 and Xu = 3S/2. The converse is the invariance argument already given, applied to this v.

## Hydrostatic strain and the fitting of the constants

For hydrostatic strain e = s·1, with s a real number, both formulas reduce to

f(e) = (3 Xd + Xu) s.

Hydrostatic data therefore fix only this combination, and separating the constants needs a second strain whose normal component along the valley axis differs from (tr e)/3. For the [111] valley this means e_xy + e_xz + e_yz ≠ 0, since every diagonal strain has (v·e v)/3 = (tr e)/3.

In a band-structure calculation for the z valley, one can apply a small e_xx alone and then a small e_zz alone. The slopes of the valley energy are Xd and Xd + Xu. Energies from differently strained cells must first be placed on a common reference.

Codes that store engineering shears use γ_xy = 2 e_xy. In that convention v·e v for [111] is tr e + γ_xy + γ_xz + γ_yz, without the factor 2.

## The Lean file

```lean
import Mathlib

open Matrix

namespace ValleyDeformationPotentials

noncomputable section

/-- The space of strains: symmetric real 3×3 matrices. -/
def Strain : Submodule ℝ (Matrix (Fin 3) (Fin 3) ℝ) where
  carrier := {e | eᵀ = e}
  add_mem' := by
    intro a b ha hb
    change (a + b)ᵀ = a + b
    rw [Matrix.transpose_add, show aᵀ = a from ha, show bᵀ = b from hb]
  zero_mem' := by simp
  smul_mem' := by
    intro c a ha
    change (c • a)ᵀ = c • a
    rw [Matrix.transpose_smul, show aᵀ = a from ha]

/-- A matrix is a strain exactly when it equals its transpose. -/
theorem mem_strain {e : Matrix (Fin 3) (Fin 3) ℝ} : e ∈ Strain ↔ eᵀ = e := Iff.rfl

/-- The strain with the given components xx, yy, zz, xy, xz, yz. -/
def comp (xx yy zz xy xz yz : ℝ) : Strain :=
  ⟨!![xx, xy, xz; xy, yy, yz; xz, yz, zz], by
    rw [mem_strain]
    ext i j
    fin_cases i <;> fin_cases j <;> rfl⟩

/-- The strain `R e Rᵀ` obtained by applying the operation `R` to the strain `e`. -/
def rotate (R : Matrix (Fin 3) (Fin 3) ℝ) (e : Strain) : Strain :=
  ⟨R * e.1 * Rᵀ, by
    have h : e.1ᵀ = e.1 := e.2
    rw [mem_strain, Matrix.transpose_mul, Matrix.transpose_mul,
      Matrix.transpose_transpose, h, Matrix.mul_assoc]⟩

/-- A signed permutation matrix: orthogonal, with every entry 0, 1 or -1. -/
def IsSignedPerm (R : Matrix (Fin 3) (Fin 3) ℝ) : Prop :=
  Rᵀ * R = 1 ∧ ∀ i j, R i j = 0 ∨ R i j = 1 ∨ R i j = -1

/-- The operation `R` maps the axis vector `v` to itself up to sign. -/
def PreservesAxis (R : Matrix (Fin 3) (Fin 3) ℝ) (v : Fin 3 → ℝ) : Prop :=
  R *ᵥ v = v ∨ R *ᵥ v = -v

/-- The mirror operation x → -x. -/
def flipX : Matrix (Fin 3) (Fin 3) ℝ := !![-1, 0, 0; 0, 1, 0; 0, 0, 1]

/-- The mirror operation y → -y. -/
def flipY : Matrix (Fin 3) (Fin 3) ℝ := !![1, 0, 0; 0, -1, 0; 0, 0, 1]

/-- The mirror operation exchanging x and y. -/
def swapXY : Matrix (Fin 3) (Fin 3) ℝ := !![0, 1, 0; 1, 0, 0; 0, 0, 1]

/-- The threefold rotation permuting x, y and z cyclically. -/
def cyc : Matrix (Fin 3) (Fin 3) ℝ := !![0, 1, 0; 0, 0, 1; 1, 0, 0]

/-- The three mirrors and the threefold rotation are signed permutations. -/
theorem signedPerm_operations :
    IsSignedPerm flipX ∧ IsSignedPerm flipY ∧ IsSignedPerm swapXY ∧ IsSignedPerm cyc := by
  refine ⟨⟨?_, ?_⟩, ⟨?_, ?_⟩, ⟨?_, ?_⟩, ⟨?_, ?_⟩⟩ <;>
  first
  | (intro i j
     fin_cases i <;> fin_cases j <;> simp [flipX, flipY, swapXY, cyc])
  | (ext i j
     fin_cases i <;> fin_cases j <;>
       simp [flipX, flipY, swapXY, cyc, Matrix.mul_apply, Fin.sum_univ_three])

/-- A linear functional of strain is fixed by its values on the six unit strains. -/
theorem functional_expand (f : Strain →ₗ[ℝ] ℝ) (e : Strain) :
    f e = e.1 0 0 * f (comp 1 0 0 0 0 0) + e.1 1 1 * f (comp 0 1 0 0 0 0)
      + e.1 2 2 * f (comp 0 0 1 0 0 0) + e.1 0 1 * f (comp 0 0 0 1 0 0)
      + e.1 0 2 * f (comp 0 0 0 0 1 0) + e.1 1 2 * f (comp 0 0 0 0 0 1) := by
  have hs : ∀ i j, e.1 j i = e.1 i j :=
    fun i j => congrFun (congrFun (mem_strain.1 e.2) i) j
  have h : e = e.1 0 0 • comp 1 0 0 0 0 0 + e.1 1 1 • comp 0 1 0 0 0 0
      + e.1 2 2 • comp 0 0 1 0 0 0 + e.1 0 1 • comp 0 0 0 1 0 0
      + e.1 0 2 • comp 0 0 0 0 1 0 + e.1 1 2 • comp 0 0 0 0 0 1 := by
    apply Subtype.ext
    ext i j
    fin_cases i <;> fin_cases j <;> simp [comp, hs 0 1, hs 0 2, hs 1 2]
  have h' := congrArg f h
  simpa only [map_add, map_smul, smul_eq_mul] using h'

/-- A functional invariant under x → -x and y → -y vanishes on the three unit shears. -/
theorem shear_eq_zero (f : Strain →ₗ[ℝ] ℝ) (hx : ∀ e, f (rotate flipX e) = f e)
    (hy : ∀ e, f (rotate flipY e) = f e) :
    f (comp 0 0 0 1 0 0) = 0 ∧ f (comp 0 0 0 0 1 0) = 0 ∧ f (comp 0 0 0 0 0 1) = 0 := by
  -- each unit shear is reversed by one of the mirrors
  have h1 : rotate flipX (comp 0 0 0 1 0 0) = -comp 0 0 0 1 0 0 := by
    apply Subtype.ext
    ext i j
    fin_cases i <;> fin_cases j <;>
      simp [rotate, comp, flipX, Matrix.vecMul, dotProduct, Fin.sum_univ_three]
  have h2 : rotate flipX (comp 0 0 0 0 1 0) = -comp 0 0 0 0 1 0 := by
    apply Subtype.ext
    ext i j
    fin_cases i <;> fin_cases j <;>
      simp [rotate, comp, flipX, Matrix.vecMul, dotProduct, Fin.sum_univ_three]
  have h3 : rotate flipY (comp 0 0 0 0 0 1) = -comp 0 0 0 0 0 1 := by
    apply Subtype.ext
    ext i j
    fin_cases i <;> fin_cases j <;>
      simp [rotate, comp, flipY, Matrix.vecMul, dotProduct, Fin.sum_univ_three]
  have a1 := hx (comp 0 0 0 1 0 0)
  have a2 := hx (comp 0 0 0 0 1 0)
  have a3 := hy (comp 0 0 0 0 0 1)
  rw [h1, map_neg] at a1
  rw [h2, map_neg] at a2
  rw [h3, map_neg] at a3
  exact ⟨by linarith, by linarith, by linarith⟩

/-- The threefold rotation permutes the normal strains and the shears cyclically. -/
theorem rotate_cyc (a b c d g h : ℝ) :
    rotate cyc (comp a b c d g h) = comp b c a h d g := by
  apply Subtype.ext
  ext i j
  fin_cases i <;> fin_cases j <;>
    simp [rotate, comp, cyc, Matrix.vecMul, dotProduct, Fin.sum_univ_three]

/-- The trace of the strain is unchanged by an orthogonal operation. -/
theorem trace_rotate {R : Matrix (Fin 3) (Fin 3) ℝ} (h : Rᵀ * R = 1) (e : Strain) :
    (rotate R e).1.trace = e.1.trace := by
  change (R * e.1 * Rᵀ).trace = e.1.trace
  rw [Matrix.trace_mul_comm, ← Matrix.mul_assoc, h, Matrix.one_mul]

/-- The quadratic form `v · e v` is unchanged by an orthogonal operation preserving
the axis `v` up to sign. -/
theorem axial_rotate {R : Matrix (Fin 3) (Fin 3) ℝ} {v : Fin 3 → ℝ} (h : Rᵀ * R = 1)
    (hv : PreservesAxis R v) (e : Strain) :
    v ⬝ᵥ (rotate R e).1 *ᵥ v = v ⬝ᵥ e.1 *ᵥ v := by
  have hT : Rᵀ *ᵥ (R *ᵥ v) = v := by rw [Matrix.mulVec_mulVec, h, Matrix.one_mulVec]
  -- move the operation from the strain to the axis
  have hq : v ⬝ᵥ (rotate R e).1 *ᵥ v = (Rᵀ *ᵥ v) ⬝ᵥ e.1 *ᵥ (Rᵀ *ᵥ v) := by
    change v ⬝ᵥ (R * e.1 * Rᵀ) *ᵥ v = _
    rw [← Matrix.mulVec_mulVec, ← Matrix.mulVec_mulVec, Matrix.dotProduct_mulVec v R,
      ← Matrix.mulVec_transpose]
  rcases hv with hv | hv
  · rw [hv] at hT
    rw [hq, hT]
  · rw [hv, Matrix.mulVec_neg] at hT
    rw [hq, neg_eq_iff_eq_neg.mp hT]
    simp [Matrix.mulVec_neg]

/-- A linear functional of strain is invariant under all signed permutations preserving the
z axis up to sign iff it has the form `Xd tr e + Xu e_zz`. -/
theorem z_valley_invariant_iff (f : Strain →ₗ[ℝ] ℝ) :
    (∀ R, IsSignedPerm R → PreservesAxis R ![0, 0, 1] → ∀ e, f (rotate R e) = f e) ↔
      ∃ Xd Xu : ℝ, ∀ e : Strain, f e = Xd * e.1.trace + Xu * e.1 2 2 := by
  constructor
  · intro hf
    obtain ⟨px, py, ps, -⟩ := signedPerm_operations
    have ax : PreservesAxis flipX ![0, 0, 1] := by
      left; ext i; fin_cases i <;> simp [flipX, Matrix.mulVec, dotProduct, Fin.sum_univ_three]
    have ay : PreservesAxis flipY ![0, 0, 1] := by
      left; ext i; fin_cases i <;> simp [flipY, Matrix.mulVec, dotProduct, Fin.sum_univ_three]
    have as : PreservesAxis swapXY ![0, 0, 1] := by
      left; ext i; fin_cases i <;> simp [swapXY, Matrix.mulVec, dotProduct, Fin.sum_univ_three]
    obtain ⟨s1, s2, s3⟩ := shear_eq_zero f (hf _ px ax) (hf _ py ay)
    -- exchanging x and y equates the two in-plane coefficients
    have hsw : rotate swapXY (comp 1 0 0 0 0 0) = comp 0 1 0 0 0 0 := by
      apply Subtype.ext
      ext i j
      fin_cases i <;> fin_cases j <;>
        simp [rotate, comp, swapXY, Matrix.vecMul, dotProduct, Fin.sum_univ_three]
    have hxy := hf _ ps as (comp 1 0 0 0 0 0)
    rw [hsw] at hxy
    refine ⟨f (comp 1 0 0 0 0 0), f (comp 0 0 1 0 0 0) - f (comp 1 0 0 0 0 0), fun e => ?_⟩
    rw [functional_expand f e, s1, s2, s3, hxy, Matrix.trace_fin_three]
    ring
  · rintro ⟨Xd, Xu, h⟩ R hR hv e
    have hz : ∀ e : Strain, ![0, 0, 1] ⬝ᵥ e.1 *ᵥ ![0, 0, 1] = e.1 2 2 := by
      intro e
      simp [Matrix.mulVec, dotProduct, Fin.sum_univ_three]
    rw [h, h, trace_rotate hR.1, ← hz, ← hz, axial_rotate hR.1 hv]

/-- The two constants `Xd` and `Xu` are determined by the functional. -/
theorem potentials_unique {Xd Xu Yd Yu : ℝ}
    (h : ∀ e : Strain, Xd * e.1.trace + Xu * e.1 2 2 = Yd * e.1.trace + Yu * e.1 2 2) :
    Xd = Yd ∧ Xu = Yu := by
  have h1 := h (comp 1 0 0 0 0 0)
  have h2 := h (comp 0 0 1 0 0 0)
  simp [comp, Matrix.trace_fin_three] at h1 h2
  exact ⟨by linarith, by linarith⟩

/-- A linear functional of strain is invariant under all signed permutations preserving the
[111] axis up to sign iff it is a combination of the trace and the normal strain along [111]. -/
theorem diagonal_valley_invariant_iff (f : Strain →ₗ[ℝ] ℝ) :
    (∀ R, IsSignedPerm R → PreservesAxis R ![1, 1, 1] → ∀ e, f (rotate R e) = f e) ↔
      ∃ Xd Xu : ℝ, ∀ e : Strain,
        f e = Xd * e.1.trace + Xu * ((![1, 1, 1] ⬝ᵥ e.1 *ᵥ ![1, 1, 1]) / 3) := by
  constructor
  · intro hf
    have ac : PreservesAxis cyc ![1, 1, 1] := by
      left; ext i; fin_cases i <;> simp [cyc, Matrix.mulVec, dotProduct, Fin.sum_univ_three]
    have hc := hf _ signedPerm_operations.2.2.2 ac
    -- the threefold rotation leaves one normal and one shear coefficient
    have n1 := hc (comp 1 0 0 0 0 0)
    have n2 := hc (comp 0 0 1 0 0 0)
    have t1 := hc (comp 0 0 0 1 0 0)
    have t2 := hc (comp 0 0 0 0 1 0)
    rw [rotate_cyc] at n1 n2 t1 t2
    refine ⟨f (comp 1 0 0 0 0 0) - f (comp 0 0 0 1 0 0) / 2,
      3 * f (comp 0 0 0 1 0 0) / 2, fun e => ?_⟩
    have hs : ∀ i j, e.1 j i = e.1 i j :=
      fun i j => congrFun (congrFun (mem_strain.1 e.2) i) j
    have hq : ![1, 1, 1] ⬝ᵥ e.1 *ᵥ ![1, 1, 1]
        = e.1.trace + 2 * (e.1 0 1 + e.1 0 2 + e.1 1 2) := by
      simp [Matrix.mulVec, dotProduct, Fin.sum_univ_three, Matrix.trace_fin_three,
        hs 0 1, hs 0 2, hs 1 2]
      ring
    rw [functional_expand f e, hq, n2, n1, t2, t1, Matrix.trace_fin_three]
    ring
  · rintro ⟨Xd, Xu, h⟩ R hR hv e
    rw [h, h, trace_rotate hR.1, axial_rotate hR.1 hv]

end

end ValleyDeformationPotentials
```

```lean
#print axioms ValleyDeformationPotentials.z_valley_invariant_iff
#print axioms ValleyDeformationPotentials.potentials_unique
#print axioms ValleyDeformationPotentials.diagonal_valley_invariant_iff
```

```
'ValleyDeformationPotentials.z_valley_invariant_iff' depends on axioms: [propext, Classical.choice, Quot.sound]
'ValleyDeformationPotentials.potentials_unique' depends on axioms: [propext, Classical.choice, Quot.sound]
'ValleyDeformationPotentials.diagonal_valley_invariant_iff' depends on axioms: [propext, Classical.choice, Quot.sound]
```

## How the proof follows the derivation

`comp` builds a strain from its components in the order xx, yy, zz, xy, xz, yz, so U_xy is `comp 0 0 0 1 0 0`. `functional_expand` is the six-term expansion: it first writes e as a combination of the unit strains, checked entry by entry, and then applies f to both sides using linearity.

`signedPerm_operations` confirms that the mirrors and the threefold rotation are admissible operations. In `shear_eq_zero`, the facts `h1`, `h2` and `h3` say that a mirror reverses a unit shear. Invariance then equates each shear coefficient with its negative, and `linarith` concludes that it is zero.

The converse rests on two lemmas. `trace_rotate` is the cyclic property of the trace followed by RᵀR = 1. In `axial_rotate`, `hq` moves R from the strain to the axis, and `rcases` treats the cases Rv = v and Rv = −v separately.

In the forward half of `z_valley_invariant_iff`, `ax`, `ay` and `as` check that the three mirrors preserve the z axis, and `hsw` is the exchange of U_xx with U_yy. The constants are supplied explicitly as A and C − A, and `ring` completes the algebra. Only these three mirrors are used in this direction. In the other half, `hz` rewrites e_zz as v·e v so that `axial_rotate` applies.

`potentials_unique` evaluates the assumed equality on U_xx and U_zz.

For [111], `rotate_cyc` records the cyclic permutation of components. The equations `n1` and `n2` identify the normal coefficients, while `t1` and `t2` identify the shear coefficients. `hq` is the expansion of v·e v, after which `ring` checks the constants A − S/2 and 3S/2. The threefold rotation alone suffices for this direction; the converse covers every signed permutation that preserves the axis.
